# Both one-to-one connections of two evenly mixed bands have total squared overlap one

The theorem `evenMixing_tie` concerns one explicit 2 × 2 complex overlap matrix between two pairs of bands, with diagonal entries (1 + i)/2 and off-diagonal entries (1 − i)/2. It states that this matrix is unitary, that each entry has squared modulus 1/2, and that either way of matching the bands one to one gives a sum of squared overlaps equal to 1, so this score does not prefer one matching to the other. The attempt first computes the four squared moduli, and the scores then follow as 1/2 + 1/2. For unitarity it multiplies the matrix by its conjugate transpose and compares the product with the identity entry by entry, in real and imaginary parts.

The first attempt, which Lean rejects:

```lean
import Mathlib

open Complex

namespace EvenMixingTie

noncomputable section

variable {ι : Type*} [Fintype ι] [DecidableEq ι]
variable {E : Type*} [NormedAddCommGroup E] [InnerProductSpace ℂ E]

/-- The total squared overlap collected when band `i` is connected to band `t i`. -/
def score (U : Matrix ι ι ℂ) (t : Equiv.Perm ι) : ℝ :=
  ∑ i, ‖U i (t i)‖ ^ 2

/-- A two-band overlap matrix that mixes the bands evenly. -/
def evenMixing : Matrix (Fin 2) (Fin 2) ℂ :=
  !![(1 + I) / 2, (1 - I) / 2; (1 - I) / 2, (1 + I) / 2]

/-- The even mixing matrix is unitary, all its squared overlaps equal one half, and every connection
has score one. -/
theorem evenMixing_tie :
    evenMixing ∈ Matrix.unitaryGroup (Fin 2) ℂ ∧ (∀ i j, ‖evenMixing i j‖ ^ 2 = 1 / 2) ∧
      ∀ t : Equiv.Perm (Fin 2), score evenMixing t = 1 := by
  have hw : ∀ i j, ‖evenMixing i j‖ ^ 2 = 1 / 2 := by
    intro i j
    rw [Complex.sq_norm]
    fin_cases i <;> fin_cases j <;> simp [evenMixing, Complex.normSq_apply] <;> norm_num
  refine ⟨?_, hw, fun t => ?_⟩
  · rw [Matrix.mem_unitaryGroup_iff]
    ext i j
    fin_cases i <;> fin_cases j <;>
      simp [evenMixing, Matrix.mul_apply, Fin.sum_univ_two, Matrix.star_apply,
        Complex.ext_iff] <;> norm_num
  · unfold score
    rw [Fin.sum_univ_two, hw, hw]
    norm_num

end

end EvenMixingTie
```

Compiling this gives:

```
Main.lean:30:2: error: unsolved goals
case refine_1.«0».«0»
hw : ∀ (i j : Fin 2), ‖evenMixing i j‖ ^ 2 = 1 / 2
⊢ 1 / 2 * ((1 + -I) / (starRingEnd ℂ) 2).re - 1 / 2 * ((1 + -I) / (starRingEnd ℂ) 2).im +
        (1 / 2 * ((1 + I) / (starRingEnd ℂ) 2).re + 1 / 2 * ((1 + I) / (starRingEnd ℂ) 2).im) =
      1 ∧
    1 / 2 * ((1 + -I) / (starRingEnd ℂ) 2).im + 1 / 2 * ((1 + -I) / (starRingEnd ℂ) 2).re +
        (1 / 2 * ((1 + I) / (starRingEnd ℂ) 2).im + -(1 / 2 * ((1 + I) / (starRingEnd ℂ) 2).re)) =
      0

case refine_1.«0».«1»
hw : ∀ (i j : Fin 2), ‖evenMixing i j‖ ^ 2 = 1 / 2
⊢ 1 / 2 * ((1 + I) / (starRingEnd ℂ) 2).re - 1 / 2 * ((1 + I) / (starRingEnd ℂ) 2).im +
        (1 / 2 * ((1 + -I) / (starRingEnd ℂ) 2).re + 1 / 2 * ((1 + -I) / (starRingEnd ℂ) 2).im) =
      0 ∧
    1 / 2 * ((1 + I) / (starRingEnd ℂ) 2).im + 1 / 2 * ((1 + I) / (starRingEnd ℂ) 2).re +
        (1 / 2 * ((1 + -I) / (starRingEnd ℂ) 2).im + -(1 / 2 * ((1 + -I) / (starRingEnd ℂ) 2).re)) =
      0

case refine_1.«1».«0»
hw : ∀ (i j : Fin 2), ‖evenMixing i j‖ ^ 2 = 1 / 2
⊢ 1 / 2 * ((1 + -I) / (starRingEnd ℂ) 2).re + 1 / 2 * ((1 + -I) / (starRingEnd ℂ) 2).im +
        (1 / 2 * ((1 + I) / (starRingEnd ℂ) 2).re - 1 / 2 * ((1 + I) / (starRingEnd ℂ) 2).im) =
      0 ∧
    1 / 2 * ((1 + -I) / (starRingEnd ℂ) 2).im + -(1 / 2 * ((1 + -I) / (starRingEnd ℂ) 2).re) +
        (1 / 2 * ((1 + I) / (starRingEnd ℂ) 2).im + 1 / 2 * ((1 + I) / (starRingEnd ℂ) 2).re) =
      0

case refine_1.«1».«1»
hw : ∀ (i j : Fin 2), ‖evenMixing i j‖ ^ 2 = 1 / 2
⊢ 1 / 2 * ((1 + I) / (starRingEnd ℂ) 2).re + 1 / 2 * ((1 + I) / (starRingEnd ℂ) 2).im +
        (1 / 2 * ((1 + -I) / (starRingEnd ℂ) 2).re - 1 / 2 * ((1 + -I) / (starRingEnd ℂ) 2).im) =
      1 ∧
    1 / 2 * ((1 + I) / (starRingEnd ℂ) 2).im + -(1 / 2 * ((1 + I) / (starRingEnd ℂ) 2).re) +
        (1 / 2 * ((1 + -I) / (starRingEnd ℂ) 2).im + 1 / 2 * ((1 + -I) / (starRingEnd ℂ) 2).re) =
      0
```

Cause. The error is in the unitarity part, where all four entry comparisons are left unsolved. Each remaining goal contains `(starRingEnd ℂ) 2`, the complex conjugate of the number 2. The simplifier had carried the conjugation into the quotients and worked it out in the numerators, but in the denominators it stayed unevaluated. The real and imaginary parts of quotients such as `(1 + I) / (starRingEnd ℂ) 2` were therefore not reduced to numbers, and the closing `norm_num` did not finish the arithmetic either.

The repair proves `h2`, which says that the conjugate of 2 is 2, using `map_ofNat`: a ring homomorphism such as conjugation preserves numerals. Adding `h2` to the `simp` list turns those denominators into plain 2, after which the existing `simp` and `norm_num` steps prove all four entries. The added comment only explains `h2` and has no effect on the proof.

The mended proof, as a diff:

```diff
@@ -28,9 +28,11 @@
     fin_cases i <;> fin_cases j <;> simp [evenMixing, Complex.normSq_apply] <;> norm_num
   refine ⟨?_, hw, fun t => ?_⟩
-  · rw [Matrix.mem_unitaryGroup_iff]
+  · -- the denominator is real
+    have h2 : (starRingEnd ℂ) 2 = 2 := map_ofNat (starRingEnd ℂ) 2
+    rw [Matrix.mem_unitaryGroup_iff]
     ext i j
     fin_cases i <;> fin_cases j <;>
       simp [evenMixing, Matrix.mul_apply, Fin.sum_univ_two, Matrix.star_apply,
-        Complex.ext_iff] <;> norm_num
+        Complex.ext_iff, h2] <;> norm_num
   · unfold score
     rw [Fin.sum_univ_two, hw, hw]
```
